# The lowest eigenvalue of a finite Hermitian Hamiltonian bounds the mean energy of every normalised state from below

For one electron on finitely many sites, no normalised state has a mean energy below the Hamiltonian's lowest eigenvalue. In mathematical terms, if `h` is a Hermitian complex matrix with least real eigenvalue `e0`, and the squared moduli of the components of `ψ` sum to one, then `e0` is at most the real part of `⟨ψ, h ψ⟩`. The attempt adds the constant on-site potential `-e0` to `h` and argues that each eigenvalue of the shifted matrix, raised by `e0`, is an eigenvalue of `h` and so at least `e0`. The shifted matrix is then positive semidefinite, and expanding its non-negative expectation value in `ψ` gives the bound.

In Lean, a first try:

```lean
import Mathlib

open Matrix
open scoped ComplexOrder

namespace LowestLeExpect

noncomputable section

variable {n : Type*} [Fintype n] [DecidableEq n]

/-- The site occupations `|ψ i|²` of a one-electron state. -/
def density (ψ : n → ℂ) : n → ℝ := fun i => ‖ψ i‖ ^ 2

/-- The state holds exactly one electron. -/
def Normalised (ψ : n → ℂ) : Prop := ∑ i, density ψ i = 1

/-- The real part of the expectation value `⟨ψ, A ψ⟩`. -/
def expect (A : Matrix n n ℂ) (ψ : n → ℂ) : ℝ := (star ψ ⬝ᵥ A *ᵥ ψ).re

/-- A real on-site potential as a diagonal operator. -/
def siteField (w : n → ℝ) : Matrix n n ℂ := diagonal fun i => (w i : ℂ)

/-- `e0` is the least real eigenvalue of `h`. -/
def IsLowestEigenvalue (h : Matrix n n ℂ) (e0 : ℝ) : Prop :=
  IsLeast {e : ℝ | ∃ φ : n → ℂ, φ ≠ 0 ∧ h *ᵥ φ = (e : ℂ) • φ} e0

/-- The real part of the transition density between two states. -/
def transition (η ψ : n → ℂ) : n → ℝ := fun i => (star (η i) * ψ i).re

/-- The real part of a real on-site potential's matrix element between two states is the potential
summed against the real part of their transition density. -/
theorem siteField_coupling (w : n → ℝ) (η ψ : n → ℂ) :
    (star η ⬝ᵥ siteField w *ᵥ ψ).re = transition η ψ ⬝ᵥ w := by
  simp only [siteField, dotProduct, Matrix.mulVec_diagonal, Complex.re_sum, Pi.star_apply,
    transition]
  refine Finset.sum_congr rfl fun i _ => ?_
  rw [mul_left_comm, Complex.re_ofReal_mul]
  ring

/-- For Hermitian `h`, no normalised state has a mean energy below the lowest eigenvalue. -/
theorem lowest_le_expect {h : Matrix n n ℂ} (hh : h.IsHermitian) {e0 : ℝ}
    (he : IsLowestEigenvalue h e0) {ψ : n → ℂ} (hψ : Normalised ψ) : e0 ≤ expect h ψ := by
  have hd : (siteField fun _ : n => -e0).IsHermitian := by
    rw [Matrix.IsHermitian, siteField, Matrix.diagonal_conjTranspose]
    congr 1
    funext i
    simp
  have hA := hh.add hd
  -- the shifted Hamiltonian `h - e0` has no negative eigenvalue
  have hpos := hA.posSemidef_iff_eigenvalues_nonneg.mpr (fun j => by
    have hj := hA.mulVec_eigenvectorBasis j
    have hle : e0 ≤ hA.eigenvalues j + e0 := by
      refine he.2 ⟨(hA.eigenvectorBasis j).ofLp, fun h0 => ?_, ?_⟩
      · exact hA.eigenvectorBasis.orthonormal.ne_zero j (by ext i; exact congrFun h0 i)
      · funext i
        have hi := congrFun hj i
        simp only [Matrix.add_mulVec, siteField, Pi.add_apply, Matrix.mulVec_diagonal,
          Pi.smul_apply, Complex.real_smul, Complex.ofReal_neg] at hi
        simp only [Pi.smul_apply, smul_eq_mul, Complex.ofReal_add]
        linear_combination hi
    show (0 : ℝ) ≤ hA.eigenvalues j
    linarith)
  have h1 := (Complex.le_def.mp (hpos.dotProduct_mulVec_nonneg ψ)).1
  have h2 : ∑ i, (star (ψ i) * ψ i).re = 1 := by
    rw [← hψ]
    refine Finset.sum_congr rfl fun i _ => ?_
    simp [density, Complex.sq_norm, Complex.normSq_apply]
  rw [Matrix.add_mulVec, dotProduct_add, Complex.add_re, siteField_coupling] at h1
  simp only [dotProduct, transition, ← Finset.sum_mul, h2, Complex.zero_re] at h1
  simp only [expect, dotProduct]
  linarith

end

end LowestLeExpect
```

The compiler's answer:

```
Main.lean:61:8: error: ring failed, ring expressions not equal
n : Type u_1
inst✝¹ : Fintype n
inst✝ : DecidableEq n
h : Matrix n n ℂ
hh : h.IsHermitian
e0 : ℝ
he : IsLowestEigenvalue h e0
ψ : n → ℂ
hψ : Normalised ψ
hd : (siteField fun x => -e0).IsHermitian
hA : (h + siteField fun x => -e0).IsHermitian
j : n
hj : (h + siteField fun x => -e0) *ᵥ (hA.eigenvectorBasis j).ofLp = hA.eigenvalues j • (hA.eigenvectorBasis j).ofLp
i : n
hi :
  (h *ᵥ (⋯.eigenvectorBasis j).ofLp) i + -↑e0 * (⋯.eigenvectorBasis j).ofLp i =
    ↑(⋯.eigenvalues j) * (⋯.eigenvectorBasis j).ofLp i
⊢ (h *ᵥ (hA.eigenvectorBasis j).ofLp) i + ↑(⋯.eigenvalues j) * (⋯.eigenvectorBasis j).ofLp i +
            (⋯.eigenvectorBasis j).ofLp i * ↑e0 -
          ↑(hA.eigenvalues j) * (hA.eigenvectorBasis j).ofLp i -
        ↑e0 * (hA.eigenvectorBasis j).ofLp i -
      (h *ᵥ (⋯.eigenvectorBasis j).ofLp) i =
    0
```

What went wrong. The message says that `ring`, called by `linear_combination`, could not close the eigenvalue equation for `h`. The algebra is right, but the eigenvectors and eigenvalues appear in two forms, `hA.eigenvectorBasis j` and `⋯.eigenvectorBasis j`, and likewise for `eigenvalues`.

Both depend on the shifted matrix, which is an implicit argument. When `simp only` unfolded `siteField` in `hi`, it did so inside that argument too, and the proof `hA` was replaced to match. The goal was simplified without `siteField` and kept the original form. `ring` took the two forms for different atoms, so terms that should cancel remained.

The repair proves the same step first as `shift`, for an arbitrary vector `φ` and real number `l`. These are plain variables with no matrix inside them, so `simp only` leaves them alone and the same `linear_combination hi` succeeds. `exact shift _ _ hj` then applies the result to the eigenvector and eigenvalue in their original form, replacing the failing block.

This version goes through:

```diff
@@ -48,4 +48,13 @@
     simp
   have hA := hh.add hd
+  have shift : ∀ (φ : n → ℂ) (l : ℝ), (h + siteField fun _ : n => -e0) *ᵥ φ = l • φ →
+      h *ᵥ φ = ((l + e0 : ℝ) : ℂ) • φ := by
+    intro φ l hφ
+    funext i
+    have hi := congrFun hφ i
+    simp only [Matrix.add_mulVec, siteField, Pi.add_apply, Matrix.mulVec_diagonal,
+      Pi.smul_apply, Complex.real_smul, Complex.ofReal_neg] at hi
+    simp only [Pi.smul_apply, smul_eq_mul, Complex.ofReal_add]
+    linear_combination hi
   -- the shifted Hamiltonian `h - e0` has no negative eigenvalue
   have hpos := hA.posSemidef_iff_eigenvalues_nonneg.mpr (fun j => by
@@ -54,10 +63,5 @@
       refine he.2 ⟨(hA.eigenvectorBasis j).ofLp, fun h0 => ?_, ?_⟩
       · exact hA.eigenvectorBasis.orthonormal.ne_zero j (by ext i; exact congrFun h0 i)
-      · funext i
-        have hi := congrFun hj i
-        simp only [Matrix.add_mulVec, siteField, Pi.add_apply, Matrix.mulVec_diagonal,
-          Pi.smul_apply, Complex.real_smul, Complex.ofReal_neg] at hi
-        simp only [Pi.smul_apply, smul_eq_mul, Complex.ofReal_add]
-        linear_combination hi
+      · exact shift _ _ hj
     show (0 : ℝ) ≤ hA.eigenvalues j
     linarith)
```
